# Site-Resolved Displaced Charge of a Number-Conserving Excitation Is at Most the Trace of the Attachment Matrix

Let one electron be promoted in a system of two sites. The excitation removes populations $d$ and $1-d$ from the sites and adds populations $a$ and $1-a$. The net change has magnitude $|a-d|$ on each site, so half the sum of the magnitudes is $|a-d|$. The population that is removed and put back on the same site is

$$\min(a,d)+\min(1-a,1-d)=\min(a,d)+1-\max(a,d)=1-|a-d|.$$

The two amounts add up to the one promoted electron. All of it is displaced only if nothing returns to the site it came from.

## Displaced and shared population

Let $A$ and $D$ be the attachment and detachment matrices in a finite orthonormal basis of sites. Both are positive semidefinite, and $\operatorname{tr}A=\operatorname{tr}D$ because the excitation conserves the number of electrons. Write $a_r=\operatorname{Re}A_{rr}$ and $d_r=\operatorname{Re}D_{rr}$ for the site populations, and define

$$Q=\tfrac12\sum_r|a_r-d_r|,\qquad S=\sum_r\min(a_r,d_r).$$

The claim is that $Q\le\operatorname{tr}A$, with equality exactly when $A_{rr}D_{rr}=0$ at every site.

With $e_r$ the basis vector of site $r$, positivity gives $A_{rr}=e_r^\dagger Ae_r\ge0$, and likewise $D_{rr}\ge0$. The diagonal elements are therefore real and equal to the populations. Summing $|a_r-d_r|=a_r+d_r-2\min(a_r,d_r)$ over the sites and halving gives

$$Q=\tfrac12(\operatorname{tr}A+\operatorname{tr}D)-S=\operatorname{tr}A-S.$$

Since every term of $S$ is nonnegative, $Q\le\operatorname{tr}A$. Equality means $S=0$, hence $\min(a_r,d_r)=0$ for each $r$, which is the condition $A_{rr}D_{rr}=0$.

Equality also forces $AD=0$. Write $A=B^\dagger B$. If $A_{rr}=0$, then $\|Be_r\|^2=0$, so $Ae_r=0$ and column $r$ of $A$ vanishes. If instead $D_{rr}=0$, column $r$ of $D$ vanishes, and by hermiticity so does row $r$. Every term of $(AD)_{ij}=\sum_rA_{ir}D_{rj}$ is then zero.

The converse fails for excitation from a bonding to an antibonding orbital:

$$D=\tfrac12\begin{pmatrix}1&1\\1&1\end{pmatrix},\qquad A=\tfrac12\begin{pmatrix}1&-1\\-1&1\end{pmatrix}.$$

Here $AD=0$ and both traces are one, but all populations are $\tfrac12$, so $Q=0$. In this two-site model a full electron is promoted without any net charge moving between the sites.

The same argument covers unequal traces, as in ionisation. The site-by-site identity then gives $Q+S=\tfrac12(\operatorname{tr}A+\operatorname{tr}D)$, so $Q$ is at most the mean of the two traces, with the same equality condition; this variant is left as a derivation by hand.

## Populations and charges as Lean definitions

The finite type `n` indexes the sites. Matrices are complex, and using their diagonal elements as populations presumes an orthonormal basis; overlapping atomic orbitals can be orthogonalised first to obtain one.

```lean
import Mathlib

open Matrix
open scoped ComplexOrder

namespace DisplacedCharge

noncomputable section

variable {n : Type*} [Fintype n]
```

The population is defined as a real number for any matrix, whether or not it is positive.

```lean
/-- The population of site `r` in the density matrix `A`: the real part of its diagonal element. -/
def pop (A : Matrix n n ℂ) (r : n) : ℝ := (A r r).re
```

The next two definitions are $Q$ and $S$. Neither contains a distance, so $Q$ measures how much net charge moves between sites and not how far.

```lean
/-- The site-resolved displaced charge: half the sum over sites of the absolute difference
between attachment and detachment populations. -/
def displacedCharge (A D : Matrix n n ℂ) : ℝ := (∑ r, |pop A r - pop D r|) / 2

/-- The shared population: the sum over sites of the smaller of the attachment and
detachment populations. -/
def sharedPopulation (A D : Matrix n n ℂ) : ℝ := ∑ r, min (pop A r) (pop D r)
```

For fragments, the map `f` sends each site to its fragment. Population differences are added within a fragment before the absolute value is taken.

```lean
/-- The displaced charge between fragments, where `f` assigns each site to its fragment. -/
def fragmentCharge {m : Type*} [Fintype m] [DecidableEq m] (f : n → m)
    (A D : Matrix n n ℂ) : ℝ :=
  (∑ k, |∑ r with f r = k, (pop A r - pop D r)|) / 2
```

## Positivity tested on one site

The vector $e_r$ is `Pi.single r 1`. The first lemma evaluates $e_r^\dagger Ae_r=A_{rr}$.

```lean
/-- The expectation value of a matrix in the state localised on site `r` is its
diagonal element. -/
theorem expectation_site [DecidableEq n] (A : Matrix n n ℂ) (r : n) :
    star (Pi.single r (1 : ℂ)) ⬝ᵥ A *ᵥ Pi.single r (1 : ℂ) = A r r := by
  have hs : star (Pi.single r (1 : ℂ) : n → ℂ) = Pi.single r 1 := by
    ext i
    by_cases h : i = r
    · subst h
      simp
    · simp [h]
  rw [hs]
  simp [dotProduct, Matrix.mulVec, Pi.single_apply]
```

`PosSemidef` makes this expectation value nonnegative in the order on the complex numbers, where $0\le z$ means that $z$ has nonnegative real part and zero imaginary part. The lemma returns both facts.

```lean
/-- Each diagonal element of a positive semidefinite density matrix is real and nonnegative. -/
theorem site_nonneg {A : Matrix n n ℂ} (hA : A.PosSemidef) (r : n) :
    0 ≤ pop A r ∧ (A r r).im = 0 := by
  classical
  have h := hA.dotProduct_mulVec_nonneg (Pi.single r (1 : ℂ))
  rw [expectation_site] at h
  have h' := Complex.nonneg_iff.1 h
  exact ⟨h'.1, h'.2.symm⟩
```

For an empty site, `dotProduct_mulVec_zero_iff` supplies the step from $e_r^\dagger Ae_r=0$ to $Ae_r=0$. Reading off component `s` gives the vanishing column.

```lean
/-- If a site is empty in a positive semidefinite density matrix, every matrix element
in the column of that site vanishes. -/
theorem column_eq_zero {A : Matrix n n ℂ} (hA : A.PosSemidef) {r : n}
    (h0 : A r r = 0) (s : n) : A s r = 0 := by
  classical
  have h := (hA.dotProduct_mulVec_zero_iff (Pi.single r (1 : ℂ))).1
    (by rw [expectation_site, h0])
  have hs := congrFun h s
  simpa [Matrix.mulVec, dotProduct, Pi.single_apply] using hs
```

## The sum rule and the bound

The identity $Q+S=\operatorname{Re}\operatorname{tr}A$ follows from equal traces, without positivity. The proof writes the real part of the trace as a sum of populations in two ways, then checks the formula for $|a_r-d_r|$ separately for $a_r\le d_r$ and $d_r\le a_r$.

```lean
/-- For attachment and detachment matrices of equal trace, displaced charge and shared
population add up to the trace of the attachment matrix. -/
theorem displaced_add_shared (A D : Matrix n n ℂ) (htr : A.trace = D.trace) :
    displacedCharge A D + sharedPopulation A D = A.trace.re := by
  have hA : A.trace.re = ∑ r, pop A r := by
    simp [Matrix.trace, pop, Complex.re_sum]
  have hD : A.trace.re = ∑ r, pop D r := by
    rw [htr]
    simp [Matrix.trace, pop, Complex.re_sum]
  -- at each site, |a - b| = a + b - 2 min(a, b)
  have habs : ∑ r, |pop A r - pop D r|
      = ∑ r, pop A r + ∑ r, pop D r - 2 * ∑ r, min (pop A r) (pop D r) := by
    rw [Finset.mul_sum, ← Finset.sum_add_distrib, ← Finset.sum_sub_distrib]
    refine Finset.sum_congr rfl fun r _ => ?_
    rcases le_total (pop A r) (pop D r) with h | h
    · rw [min_eq_left h, abs_of_nonpos (by linarith)]
      ring
    · rw [min_eq_right h, abs_of_nonneg (by linarith)]
      ring
  unfold displacedCharge sharedPopulation
  linarith
```

The main theorem assumes positivity of both matrices and equality of their traces. It does not require $A$ and $D$ to be the positive and negative parts of one difference density, although such a pair is the intended application. The real part in `A.trace.re` loses nothing, since the trace of a positive semidefinite matrix is real.

The bound follows from $S\ge0$. In the forward direction of the equivalence, a zero sum of nonnegative minima makes each minimum zero, and `min_choice` tells which population it is. The vanishing imaginary part from `site_nonneg` then turns a zero population into a zero matrix element. The reverse direction shows $S=0$ site by site.

```lean
/-- For positive semidefinite attachment and detachment matrices of equal trace, the displaced
charge is at most the trace of the attachment matrix, with equality exactly when at every site
the product of the two diagonal elements vanishes. -/
theorem displacedCharge_le_trace {A D : Matrix n n ℂ} (hA : A.PosSemidef)
    (hD : D.PosSemidef) (htr : A.trace = D.trace) :
    displacedCharge A D ≤ A.trace.re ∧
      (displacedCharge A D = A.trace.re ↔ ∀ r, A r r * D r r = 0) := by
  have hid := displaced_add_shared A D htr
  have hmin : ∀ r, 0 ≤ min (pop A r) (pop D r) := fun r =>
    le_min (site_nonneg hA r).1 (site_nonneg hD r).1
  have hs : 0 ≤ sharedPopulation A D := Finset.sum_nonneg fun r _ => hmin r
  refine ⟨by linarith, fun h r => ?_, fun h => ?_⟩
  · -- no shared population in total, hence none at any site
    have h0 : ∑ r, min (pop A r) (pop D r) = 0 := by
      change sharedPopulation A D = 0
      linarith
    have hr := (Finset.sum_eq_zero_iff_of_nonneg (fun r _ => hmin r)).1 h0 r
      (Finset.mem_univ r)
    rcases min_choice (pop A r) (pop D r) with h1 | h1
    · have hz : A r r = 0 := Complex.ext (h1.symm.trans hr) (site_nonneg hA r).2
      rw [hz, zero_mul]
    · have hz : D r r = 0 := Complex.ext (h1.symm.trans hr) (site_nonneg hD r).2
      rw [hz, mul_zero]
  · have h0 : sharedPopulation A D = 0 := by
      refine Finset.sum_eq_zero fun r _ => ?_
      rcases mul_eq_zero.1 (h r) with h1 | h1
      · have hp : pop A r = 0 := by simp [pop, h1]
        rw [hp]
        exact min_eq_left (site_nonneg hD r).1
      · have hp : pop D r = 0 := by simp [pop, h1]
        rw [hp]
        exact min_eq_right (site_nonneg hA r).1
    linarith
```

## Saturation and the matrix product

The next proof expands the product at entry `i j` and removes each term, through a column of $A$ or a row of $D$. For the positive and negative parts of one difference density, $AD=0$ holds already, so the implication adds information only for more general pairs.

```lean
/-- If the displaced charge reaches the trace of the attachment matrix, the product of the
attachment and detachment matrices vanishes. -/
theorem mul_eq_zero_of_saturated {A D : Matrix n n ℂ} (hA : A.PosSemidef)
    (hD : D.PosSemidef) (htr : A.trace = D.trace)
    (h : displacedCharge A D = A.trace.re) : A * D = 0 := by
  have hsite := (displacedCharge_le_trace hA hD htr).2.1 h
  ext i j
  rw [Matrix.mul_apply, Matrix.zero_apply]
  refine Finset.sum_eq_zero fun r _ => ?_
  rcases mul_eq_zero.1 (hsite r) with h1 | h1
  · rw [column_eq_zero hA h1 i, zero_mul]
  · -- the row of an empty site vanishes by hermiticity
    have hrow : D r j = 0 := by
      rw [← hD.1.apply r j, column_eq_zero hD h1 j, star_zero]
    rw [hrow, mul_zero]
```

## Grouping sites into fragments

Coarser population analysis can hide charge transfer but cannot create it, for populations added up from the same sites. The proof splits the sum over sites by fragment and applies the triangle inequality in each one. Neither positivity nor equal traces are needed.

```lean
/-- Grouping sites into fragments never increases the displaced charge. -/
theorem fragmentCharge_le {m : Type*} [Fintype m] [DecidableEq m] (f : n → m)
    (A D : Matrix n n ℂ) : fragmentCharge f A D ≤ displacedCharge A D := by
  have h : ∑ k, |∑ r with f r = k, (pop A r - pop D r)| ≤ ∑ r, |pop A r - pop D r| := by
    rw [← Finset.sum_fiberwise Finset.univ f (fun r => |pop A r - pop D r|)]
    exact Finset.sum_le_sum fun k _ => Finset.abs_sum_le_sum_abs _ _
  unfold fragmentCharge displacedCharge
  linarith
```

## Promotion without displacement

The two projectors of the bonding example are entered explicitly.

```lean
/-- The projector onto the in-phase combination of two sites. -/
def bonding : Matrix (Fin 2) (Fin 2) ℂ := !![1/2, 1/2; 1/2, 1/2]

/-- The projector onto the out-of-phase combination of two sites. -/
def antibonding : Matrix (Fin 2) (Fin 2) ℂ := !![1/2, -1/2; -1/2, 1/2]
```

Positivity follows from $P^\dagger P=P$, checked entry by entry for each projector $P$. The traces, the product and the displaced charge are direct evaluations.

```lean
/-- The antibonding and bonding projectors are positive semidefinite with trace one and
product zero, yet their displaced charge is zero. -/
theorem bonding_antibonding_witness :
    antibonding.PosSemidef ∧ bonding.PosSemidef ∧ antibonding.trace = 1 ∧
      bonding.trace = 1 ∧ antibonding * bonding = 0 ∧
      displacedCharge antibonding bonding = 0 := by
  have h2 : (starRingEnd ℂ) 2 = 2 := Complex.ext (by simp) (by simp)
  -- each projector P satisfies P† P = P, which shows positivity
  have ha : antibondingᴴ * antibonding = antibonding := by
    ext i j
    fin_cases i <;> fin_cases j <;>
      simp [antibonding, Matrix.mul_apply, Fin.sum_univ_two, h2] <;> norm_num [h2]
  have hb : bondingᴴ * bonding = bonding := by
    ext i j
    fin_cases i <;> fin_cases j <;>
      simp [bonding, Matrix.mul_apply, Fin.sum_univ_two, h2] <;> norm_num [h2]
  refine ⟨?_, ?_, ?_, ?_, ?_, ?_⟩
  · rw [← ha]
    exact posSemidef_conjTranspose_mul_self antibonding
  · rw [← hb]
    exact posSemidef_conjTranspose_mul_self bonding
  · norm_num [Matrix.trace_fin_two, antibonding]
  · norm_num [Matrix.trace_fin_two, bonding]
  · ext i j
    fin_cases i <;> fin_cases j <;>
      norm_num [antibonding, bonding, Matrix.mul_apply, Fin.sum_univ_two]
  · simp [displacedCharge, pop, antibonding, bonding, Fin.sum_univ_two]

end

end DisplacedCharge
```

```lean
#print axioms DisplacedCharge.displacedCharge_le_trace
-- 'DisplacedCharge.displacedCharge_le_trace' depends on axioms: [propext, Classical.choice, Quot.sound]
#print axioms DisplacedCharge.mul_eq_zero_of_saturated
-- 'DisplacedCharge.mul_eq_zero_of_saturated' depends on axioms: [propext, Classical.choice, Quot.sound]
#print axioms DisplacedCharge.fragmentCharge_le
-- 'DisplacedCharge.fragmentCharge_le' depends on axioms: [propext, Classical.choice, Quot.sound]
```
